# Piezoelectric stiffening and the determinant balance between stiffness and permittivity

Let the strain $\varepsilon$ and the stress $\sigma$ be real vectors with components labelled by a finite index set $m$. Let the electric field $E$ and the electric displacement $D$ be real vectors labelled by a finite index set $n$. For a three-dimensional crystal in Voigt notation, with engineering shear strains, $m$ has six elements and $n$ has three. The linear piezoelectric law is

$$\sigma = C\varepsilon - e^T E, \qquad D = e\varepsilon + kE .$$

Here $C$ is the stiffness at fixed field, $k$ is the permittivity at fixed strain, and the rectangular matrix $e$, with rows in $n$ and columns in $m$, holds the piezoelectric constants. Two further matrices are defined by

$$C^D = C + e^T k^{-1} e, \qquad k^s = k + e\,C^{-1} e^T .$$

Both $C$ and $k$ are assumed symmetric positive definite. For $C$ this expresses elastic stability at fixed field: at zero field, every nonzero strain costs an energy $\tfrac12\varepsilon^T C\varepsilon > 0$ per unit volume. For $k$ it says that every nonzero field in the crystal clamped at zero strain stores an energy $\tfrac12 E^T kE > 0$ per unit volume.

Under these assumptions $C^D$ is the stiffness at fixed $D$ and $k^s$ is the permittivity at fixed stress. The increments $C^D - C$ and $k^s - k$ are positive semidefinite, and

$$\det C^D \,\det k = \det C\,\det k^s .$$

When a first-principles calculation for an insulator supplies $C$, $e$ and $k$, these formulas convert them to other electrical and mechanical boundary conditions, within the linear static response to uniform strain and field.

## Derivation by elimination

To hold $D$ fixed, solve the second equation for the field, $E = k^{-1}(D - e\varepsilon)$, and insert it in the first:

$$\sigma = C\varepsilon - e^T k^{-1}D + e^T k^{-1}e\,\varepsilon = C^D\varepsilon - e^T k^{-1} D .$$

To hold the stress fixed, solve the first equation for the strain, $\varepsilon = C^{-1}(\sigma + e^T E)$, and insert it in the second:

$$D = e\,C^{-1}\sigma + e\,C^{-1}e^T E + kE = e\,C^{-1}\sigma + k^s E .$$

The inverse of a symmetric positive definite matrix is again symmetric positive definite: with $y = kz$ one has $y^T k^{-1} y = z^T k z$. Both increments are therefore symmetric, and

$$\varepsilon^T (C^D - C)\,\varepsilon = (e\varepsilon)^T k^{-1}(e\varepsilon) \ge 0, \qquad E^T(k^s - k)E = (e^T E)^T C^{-1}(e^T E) \ge 0 .$$

The first expression vanishes exactly when $e\varepsilon = 0$, that is, when the strain produces no polarization at zero field.

For the determinants, consider the matrix that takes $(\varepsilon, E)$ to $(\sigma, D)$. It factorizes in two ways:

$$\begin{pmatrix} C & -e^T\\ e & k\end{pmatrix}
= \begin{pmatrix} 1 & 0\\ e\,C^{-1} & 1\end{pmatrix}\begin{pmatrix} C & -e^T\\ 0 & k^s\end{pmatrix}
= \begin{pmatrix} 1 & -e^T k^{-1}\\ 0 & 1\end{pmatrix}\begin{pmatrix} C^D & 0\\ e & k\end{pmatrix}.$$

The triangular factors with unit diagonal have determinant 1. The first factorization gives $\det C\,\det k^s$, the second gives $\det C^D\,\det k$, and the two must agree.

For a single mode all quantities are numbers, with the stiffness written $c$. Define the squared coupling factor $\kappa^2 = e^2/(ck+e^2)$, so that $1-\kappa^2 = ck/(ck+e^2)$. Since $c^D = (ck+e^2)/k$ and $k^s = (ck+e^2)/c$,

$$c = c^D(1-\kappa^2), \qquad k = k^s(1-\kappa^2).$$

## What a negative or vanishing permittivity does

The two values of $k$ in this section only test the algebra: they violate the positive field energy assumed above and do not describe a stable crystal. Take one mode with $c = 2$, $e = 1$ and $k = -1$. Then $c^D = 2 - 1 = 1$, so the coupling softens the mode. The determinant identity survives: $k^s = -1 + \tfrac12 = -\tfrac12$, and both sides equal $-1$. Positivity of the stiffness increment thus needs more than an invertible $k$.

If instead $k = 0$, the second equation reads $D = \varepsilon$ and leaves $E$ free. The stress $\sigma = 2\varepsilon - E$ is then not determined by $\varepsilon$ and $D$, and no stiffness at fixed $D$ exists.

## The law and the effective matrices in Lean

The index sets become arbitrary finite types `m` and `n`, so the sizes 6 and 3 are a special case.

```lean
import Mathlib

open Matrix

namespace PiezoelectricElasticConstants

noncomputable section

variable {m n : Type*} [Fintype m] [DecidableEq m] [Fintype n] [DecidableEq n]
```

The law is a relation between four vectors, without a choice of which are controlled and which respond. The signs in front of `eᵀ` and `e` are fixed here. In the code `*ᵥ` is a matrix acting on a vector.

```lean
/-- The linear piezoelectric law: stress `σ = C ε - eᵀ E` and electric displacement
`D = e ε + k E`, for strain `ε` and electric field `E`. -/
def PiezoLaw (C : Matrix m m ℝ) (e : Matrix n m ℝ) (k : Matrix n n ℝ)
    (ε : m → ℝ) (E : n → ℝ) (σ : m → ℝ) (D : n → ℝ) : Prop :=
  σ = C *ᵥ ε - eᵀ *ᵥ E ∧ D = e *ᵥ ε + k *ᵥ E
```

The two effective matrices are introduced as formulas. Their meaning as response coefficients comes from the elimination theorems below.

```lean
/-- The stiffness at fixed electric displacement, `C + eᵀ k⁻¹ e`, for invertible `k`. -/
def stiffnessD (C : Matrix m m ℝ) (e : Matrix n m ℝ) (k : Matrix n n ℝ) : Matrix m m ℝ :=
  C + eᵀ * k⁻¹ * e

/-- The permittivity at fixed stress, `k + e C⁻¹ eᵀ`, for invertible `C`. -/
def permittivityS (C : Matrix m m ℝ) (e : Matrix n m ℝ) (k : Matrix n n ℝ) : Matrix n n ℝ :=
  k + e * C⁻¹ * eᵀ
```

## Solving for the field and for the strain

Both eliminations rest on solving $Ax = y$. The hypothesis `IsUnit A.det` says that the determinant is nonzero. Each direction of the equivalence multiplies by $A^{-1}$ or by $A$ and cancels.

```lean
/-- A linear response relation `A x = y` with invertible `A` is solved by `x = A⁻¹ y`. -/
theorem response_solve {A : Matrix n n ℝ} (hA : IsUnit A.det) {x y : n → ℝ} :
    A *ᵥ x = y ↔ x = A⁻¹ *ᵥ y := by
  constructor
  · rintro rfl
    rw [Matrix.mulVec_mulVec, Matrix.nonsing_inv_mul _ hA, Matrix.one_mulVec]
  · rintro rfl
    rw [Matrix.mulVec_mulVec, Matrix.mul_nonsing_inv _ hA, Matrix.one_mulVec]
```

The next theorem states that the original law holds if and only if the rearranged one does, so the elimination neither loses nor adds solutions. It needs only an invertible `k`; symmetry and positivity play no part. The step `key` solves the second equation for $E$. With that equation kept as a hypothesis, `hs` inserts the field in the stress and collects terms, as in the derivation above.

```lean
omit [DecidableEq m] in
/-- Eliminating the field: for invertible `k`, the piezoelectric law is equivalent to a law in
strain and displacement, in which the stress responds to strain with `stiffnessD`. -/
theorem eliminate_field (C : Matrix m m ℝ) (e : Matrix n m ℝ) {k : Matrix n n ℝ}
    (hk : IsUnit k.det) (ε : m → ℝ) (E : n → ℝ) (σ : m → ℝ) (D : n → ℝ) :
    PiezoLaw C e k ε E σ D ↔
      σ = stiffnessD C e k *ᵥ ε - (eᵀ * k⁻¹) *ᵥ D ∧ E = k⁻¹ *ᵥ (D - e *ᵥ ε) := by
  -- the second constitutive equation is solved for the field
  have key : D = e *ᵥ ε + k *ᵥ E ↔ E = k⁻¹ *ᵥ (D - e *ᵥ ε) := by
    constructor
    · intro h
      exact (response_solve hk).1 (by rw [h]; abel)
    · intro h
      rw [(response_solve hk).2 h]
      abel
  unfold PiezoLaw
  rw [key]
  apply and_congr_left
  intro hE
  -- the field is inserted in the stress
  have hs : C *ᵥ ε - eᵀ *ᵥ E = stiffnessD C e k *ᵥ ε - (eᵀ * k⁻¹) *ᵥ D := by
    rw [hE]
    simp only [stiffnessD, Matrix.add_mulVec, Matrix.mulVec_sub, ← Matrix.mulVec_mulVec]
    abel
  rw [hs]
```

The companion theorem exchanges the roles: `C` is invertible, the strain is solved for and then inserted in the displacement. The coefficient of $E$ at given $\sigma$ is `permittivityS`.

```lean
omit [DecidableEq n] in
/-- Eliminating the strain: for invertible `C`, the piezoelectric law is equivalent to a law in
stress and field, in which the displacement responds to the field with `permittivityS`. -/
theorem eliminate_strain {C : Matrix m m ℝ} (e : Matrix n m ℝ) (k : Matrix n n ℝ)
    (hC : IsUnit C.det) (ε : m → ℝ) (E : n → ℝ) (σ : m → ℝ) (D : n → ℝ) :
    PiezoLaw C e k ε E σ D ↔
      ε = C⁻¹ *ᵥ (σ + eᵀ *ᵥ E) ∧ D = (e * C⁻¹) *ᵥ σ + permittivityS C e k *ᵥ E := by
  -- the first constitutive equation is solved for the strain
  have key : σ = C *ᵥ ε - eᵀ *ᵥ E ↔ ε = C⁻¹ *ᵥ (σ + eᵀ *ᵥ E) := by
    constructor
    · intro h
      exact (response_solve hC).1 (by rw [h]; abel)
    · intro h
      rw [(response_solve hC).2 h]
      abel
  unfold PiezoLaw
  rw [key]
  apply and_congr_right
  intro hε
  -- the strain is inserted in the displacement
  have hd : e *ᵥ ε + k *ᵥ E = (e * C⁻¹) *ᵥ σ + permittivityS C e k *ᵥ E := by
    rw [hε]
    simp only [permittivityS, Matrix.add_mulVec, Matrix.mulVec_add, ← Matrix.mulVec_mulVec]
    abel
  rw [hd]
```

## Determinants and positivity

The two factorizations of the block matrix correspond to Mathlib's two Schur complement formulas, `h1` and `h2`. Equating them and simplifying the double minus signs gives the identity, again for any invertible `C` and `k`.

```lean
/-- For invertible `C` and `k`, the determinants of the stiffnesses and permittivities obey
`det C^D · det k = det C · det k^s`. -/
theorem det_balance {C : Matrix m m ℝ} (e : Matrix n m ℝ) {k : Matrix n n ℝ}
    (hC : IsUnit C.det) (hk : IsUnit k.det) :
    (stiffnessD C e k).det * k.det = C.det * (permittivityS C e k).det := by
  let := C.invertibleOfIsUnitDet hC
  let := k.invertibleOfIsUnitDet hk
  -- one block determinant, evaluated through either Schur complement
  have h1 := Matrix.det_fromBlocks₁₁ C (-eᵀ) e k
  have h2 := Matrix.det_fromBlocks₂₂ C (-eᵀ) e k
  rw [h1] at h2
  simp only [Matrix.invOf_eq_nonsing_inv, Matrix.mul_neg, Matrix.neg_mul,
    sub_neg_eq_add] at h2
  unfold stiffnessD permittivityS
  linear_combination -h2
```

The main theorem assumes `C.PosDef` and `k.PosDef`, which for real matrices include symmetry. A positive definite matrix has positive determinant, so `det_balance` applies. Each increment has the form $B^T A^{-1} B$ with $A$ positive definite: $B = e$ and $A = k$ for the stiffness, $B = e^T$ and $A = C$ for the permittivity. The lemma `conjTranspose_mul_mul_same` supplies positivity of such products, and for real entries the conjugate transpose is the ordinary transpose.

```lean
/-- For symmetric positive definite `C` and `k`, piezoelectric coupling raises both the stiffness
and the permittivity by positive semidefinite matrices, and
`det C^D · det k = det C · det k^s`. -/
theorem piezoelectric_stiffening {C : Matrix m m ℝ} (e : Matrix n m ℝ) {k : Matrix n n ℝ}
    (hC : C.PosDef) (hk : k.PosDef) :
    (stiffnessD C e k - C).PosSemidef ∧ (permittivityS C e k - k).PosSemidef ∧
      (stiffnessD C e k).det * k.det = C.det * (permittivityS C e k).det := by
  refine ⟨?_, ?_, det_balance e hC.det_pos.ne'.isUnit hk.det_pos.ne'.isUnit⟩
  · have h := hk.inv.posSemidef.conjTranspose_mul_mul_same e
    rw [Matrix.conjTranspose_eq_transpose_of_trivial] at h
    rwa [stiffnessD, add_sub_cancel_left]
  · have h := hC.inv.posSemidef.conjTranspose_mul_mul_same eᵀ
    rw [Matrix.conjTranspose_eq_transpose_of_trivial, Matrix.transpose_transpose] at h
    rwa [permittivityS, add_sub_cancel_left]
```

The symmetry and positivity of $C$ and $k$ are assumptions about the material and are not derived from an energy function or a microscopic Hamiltonian. The law itself is linear, static and local, and "fixed $D$" means that every component of $D$ is held fixed.

## Strains that are not stiffened

The equality case concerns the quadratic form of $C^D - C$, which is twice the energy density that the coupling adds to a strain at $D = 0$. The step `h` rewrites it as $(e\varepsilon)^T k^{-1}(e\varepsilon)$. If $e\varepsilon$ were nonzero, positive definiteness of $k^{-1}$ would make this strictly positive; if $e\varepsilon = 0$, it vanishes. No condition on `C` is needed, because `C` cancels in the difference.

```lean
omit [DecidableEq m] in
/-- For positive definite `k`, the quadratic form of the stiffness increment `stiffnessD C e k - C`
vanishes at a strain `ε` exactly when `e ε = 0`, that is, when the strain produces no polarization
at zero field. -/
theorem no_stiffening_iff (C : Matrix m m ℝ) (e : Matrix n m ℝ) {k : Matrix n n ℝ}
    (hk : k.PosDef) (ε : m → ℝ) :
    ε ⬝ᵥ (stiffnessD C e k - C) *ᵥ ε = 0 ↔ e *ᵥ ε = 0 := by
  -- the added energy is a quadratic form in the polarization
  have h : ε ⬝ᵥ (stiffnessD C e k - C) *ᵥ ε = (e *ᵥ ε) ⬝ᵥ k⁻¹ *ᵥ (e *ᵥ ε) := by
    rw [stiffnessD, add_sub_cancel_left, ← Matrix.mulVec_mulVec, ← Matrix.mulVec_mulVec,
      Matrix.dotProduct_mulVec, Matrix.vecMul_transpose]
  rw [h]
  constructor
  · intro h0
    by_contra hne
    have hpos := hk.inv.dotProduct_mulVec_pos hne
    simp only [star_trivial] at hpos
    exact hpos.ne' h0
  · intro h0
    simp [h0]
```

## The coupling factor of a single mode

For one strain component and one field component, the coupling factor is a function of three numbers.

```lean
/-- The squared electromechanical coupling factor `e² / (c k + e²)` of a single mode, for
positive stiffness `c` and permittivity `k`. -/
def couplingSq (c e k : ℝ) : ℝ := e ^ 2 / (c * k + e ^ 2)
```

In the last theorem `!![c]` is the $1\times1$ matrix with entry $c$, and `0 0` picks out that entry. The steps `h1` and `h2` reduce the matrix definitions to $c + e^2/k$ and $k + e^2/c$. The rest is the scalar calculation above: `ht` records $\kappa^2(ck+e^2) = e^2$, and `linear_combination` combines it with $kk^{-1} = 1$ or $cc^{-1} = 1$. The sign of $e$ is free, and $e = 0$ is allowed, in which case $\kappa^2 = 0$ and nothing is renormalized.

```lean
/-- For a single mode with positive `c` and `k`, the stiffness at fixed displacement and the
permittivity at fixed stress are both reduced by the factor `1 - κ²` to `c` and `k`. -/
theorem single_mode_coupling {c k : ℝ} (e : ℝ) (hc : 0 < c) (hk : 0 < k) :
    stiffnessD !![c] !![e] !![k] 0 0 * (1 - couplingSq c e k) = c ∧
      permittivityS !![c] !![e] !![k] 0 0 * (1 - couplingSq c e k) = k := by
  have hinv : ∀ a : ℝ, 0 < a → (!![a])⁻¹ = !![a⁻¹] := by
    intro a ha
    apply Matrix.inv_eq_right_inv
    ext i j
    fin_cases i
    fin_cases j
    simp [Matrix.mul_apply, ha.ne']
  have h1 : stiffnessD !![c] !![e] !![k] 0 0 = c + e * k⁻¹ * e := by
    simp [stiffnessD, hinv k hk, Matrix.mul_apply]
  have h2 : permittivityS !![c] !![e] !![k] 0 0 = k + e * c⁻¹ * e := by
    have hT : (!![e])ᵀ = !![e] := by
      ext i j
      fin_cases i
      fin_cases j
      rfl
    rw [permittivityS, hinv c hc, hT]
    simp
  have hne : c * k + e ^ 2 ≠ 0 := by positivity
  have ht : couplingSq c e k * (c * k + e ^ 2) = e ^ 2 := div_mul_cancel₀ _ hne
  have hkk : k * k⁻¹ = 1 := mul_inv_cancel₀ hk.ne'
  have hcc : c * c⁻¹ = 1 := mul_inv_cancel₀ hc.ne'
  rw [h1, h2]
  constructor
  · linear_combination (-k⁻¹) * ht + couplingSq c e k * c * hkk
  · linear_combination (-c⁻¹) * ht + couplingSq c e k * k * hcc

end

end PiezoelectricElasticConstants
```

```lean
#print axioms PiezoelectricElasticConstants.eliminate_field
#print axioms PiezoelectricElasticConstants.piezoelectric_stiffening
#print axioms PiezoelectricElasticConstants.no_stiffening_iff
#print axioms PiezoelectricElasticConstants.single_mode_coupling
```

```
'PiezoelectricElasticConstants.eliminate_field' depends on axioms: [propext, Classical.choice, Quot.sound]
'PiezoelectricElasticConstants.piezoelectric_stiffening' depends on axioms: [propext, Classical.choice, Quot.sound]
'PiezoelectricElasticConstants.no_stiffening_iff' depends on axioms: [propext, Classical.choice, Quot.sound]
'PiezoelectricElasticConstants.single_mode_coupling' depends on axioms: [propext, Classical.choice, Quot.sound]
```
